# Rescaled Conservation Laws for Particles with Unequal Constant Responses to a Symmetric Pair Potential

For particles that respond unequally to the forces between them, the first choice is where to put the inequality. Here it sits in a constant factor $a_i$ in $m_i\ddot x_i=a_iF_i$, while the unscaled force $F_i$ comes from a symmetric pair potential. The forces $a_iF_i$ generally violate action and reaction, and the problem is to find what is still conserved.

The factor $a_i$, which is not an acceleration, stands for how strongly particle $i$ responds to the others, for example through a surrounding medium. That a real non-reciprocal interaction factors in this way has to be justified for each system. Drag and random forces from a medium are left out.

Positions are real triples, `Vec`.

```lean
import Mathlib

open Matrix

namespace NonReciprocalDynamics

noncomputable section

/-- Vectors in three-dimensional space. -/
abbrev Vec := Fin 3 → ℝ
```

Distance is defined through the dot product, because Mathlib's default norm on this type is the largest absolute value of a component.

```lean
/-- The Euclidean distance between two points. -/
def sep (p q : Vec) : ℝ := √((p - q) ⬝ᵥ (p - q))
```

Let $\varphi_{ij}(r)$ be the pair potential and $r_{ij}=|x_i-x_j|$. For $i\neq j$ the unscaled force on $i$ from $j$ is
$$P_{ij}=-\frac{\varphi_{ij}'(r_{ij})}{r_{ij}}\,(x_i-x_j),$$
and $P_{ii}=0$.

```lean
variable {ι : Type*}

/-- The central force on particle `i` from particle `j`, before scaling, for particles at
different positions; for `i = j` it is zero. -/
def pairForce (φ : ι → ι → ℝ → ℝ) (x : ι → Vec) (i j : ι) : Vec :=
  (-(deriv (φ i j) (sep (x i) (x j)) / sep (x i) (x j))) • (x i - x j)
```

## (a) Distance between different points

**Task.** Show that $p\neq q$ implies $|p-q|>0$.

**Solution.** The dot product $(p-q)\cdot(p-q)$ is a sum of three squares. It vanishes only if every component of $p-q$ does, that is, if $p=q$. Otherwise it is positive, and so is its root.

```lean
/-- Different points have positive distance. -/
theorem sep_pos {p q : Vec} (h : p ≠ q) : 0 < sep p q :=
  Real.sqrt_pos.2 (lt_of_le_of_ne (Finset.sum_nonneg fun _ _ => mul_self_nonneg _)
    fun h0 => sub_ne_zero.2 h (dotProduct_self_eq_zero.1 h0.symm))
```

## (b) Action and reaction before scaling

**Task.** For $\varphi_{ij}=\varphi_{ji}$, show that $P_{ij}=-P_{ji}$.

**Solution.** Since $r_{ij}=r_{ji}$ (`hs` in the proof), both forces have the same prefactor, while $x_i-x_j$ changes sign under exchange.

```lean
/-- For a symmetric pair potential, the pair forces before scaling are equal and opposite. -/
theorem pairForce_antisymm {φ : ι → ι → ℝ → ℝ} (hsym : ∀ i j, φ i j = φ j i)
    (x : ι → Vec) (i j : ι) : pairForce φ x i j = -pairForce φ x j i := by
  have hs : sep (x i) (x j) = sep (x j) (x i) := by
    simp only [sep, dotProduct, Fin.sum_univ_three, Pi.sub_apply]
    congr 1
    ring
  unfold pairForce
  rw [hsym i j, hs]
  module
```

The remaining parts use the potential energy and the total unscaled force, for finitely many particles:
$$U=\tfrac12\sum_{i\neq j}\varphi_{ij}(r_{ij}),\qquad F_i=\sum_jP_{ij}.$$

```lean
variable [Fintype ι]

/-- The potential energy: half the sum of `φ i j` at the distance of `i` and `j`, over ordered
pairs of different particles. -/
def potential [DecidableEq ι] (φ : ι → ι → ℝ → ℝ) (x : ι → Vec) : ℝ :=
  (1 / 2) * ∑ i, ∑ j, if i = j then 0 else φ i j (sep (x i) (x j))

/-- The total force on particle `i` before scaling, for particles at different positions. -/
def force (φ : ι → ι → ℝ → ℝ) (x : ι → Vec) (i : ι) : Vec := ∑ j, pairForce φ x i j
```

`IsMotion` says that, at every time in `J`, the velocities $v_i$ and accelerations $w_i$ are true derivatives, $m_iw_i=a_iF_i$ holds, and no two particles meet.

```lean
/-- Collision-free motion during the times `J`, with velocities `v` and accelerations `w`, in
which particle `i` responds to the force on it with the factor `a i`. -/
structure IsMotion (m a : ι → ℝ) (φ : ι → ι → ℝ → ℝ) (J : Set ℝ)
    (x v w : ι → ℝ → Vec) : Prop where
  velocity : ∀ i, ∀ t ∈ J, HasDerivAt (x i) (v i t) t
  acceleration : ∀ i, ∀ t ∈ J, HasDerivAt (v i) (w i t) t
  newton : ∀ i, ∀ t ∈ J, m i • w i t = a i • force φ (fun k => x k t) i
  distinct : ∀ t ∈ J, ∀ i j, i ≠ j → x i t ≠ x j t
```

## (c) Total force and total torque

**Task.** For a symmetric potential, show that
$$\sum_iF_i=0,\qquad \sum_ix_i\times F_i=0.$$

**Solution.** Let $S=\sum_{i,j}P_{ij}$. Exchanging the labels and using (b) gives $S=-S$, so $S=0$. For the torques,
$$x_i\times P_{ij}+x_j\times P_{ji}=(x_i-x_j)\times P_{ij}=0,$$
because $P_{ij}$ is parallel to $x_i-x_j$. The pair torques are therefore antisymmetric too, and the same exchange applies. In Lean, `key` is the exchange of labels and `central` the cancellation within a pair.

```lean
/-- For a symmetric pair potential, the unscaled forces have zero sum and zero total torque. -/
theorem sum_force_and_torque {φ : ι → ι → ℝ → ℝ} (hsym : ∀ i j, φ i j = φ j i)
    (x : ι → Vec) : ∑ i, force φ x i = 0 ∧ ∑ i, x i ⨯₃ force φ x i = 0 := by
  -- a double sum of antisymmetric terms vanishes
  have key : ∀ f : ι → ι → Vec, (∀ i j, f i j = -f j i) → ∑ i, ∑ j, f i j = 0 := by
    intro f h
    have hS : ∑ i, ∑ j, f i j = -∑ i, ∑ j, f i j := by
      calc ∑ i, ∑ j, f i j = ∑ i, ∑ j, -f j i :=
            Finset.sum_congr rfl fun i _ => Finset.sum_congr rfl fun j _ => h i j
        _ = -∑ i, ∑ j, f j i := by simp only [Finset.sum_neg_distrib]
        _ = -∑ i, ∑ j, f i j := congrArg Neg.neg Finset.sum_comm
    ext k
    have hk := congrFun hS k
    rw [Pi.neg_apply] at hk
    rw [Pi.zero_apply]
    linarith
  -- central forces: the torques of a pair cancel
  have central : ∀ (c : ℝ) (p q : Vec), p ⨯₃ (c • (p - q)) = -(q ⨯₃ (-(c • (p - q)))) := by
    intro c p q
    ext k
    fin_cases k <;> simp [cross_apply] <;> ring
  refine ⟨key _ (pairForce_antisymm hsym x), ?_⟩
  simp only [force, map_sum]
  refine key _ fun i j => ?_
  rw [pairForce_antisymm hsym x j i]
  exact central _ _ _
```

## (d) Product rule for the dot product

**Task.** For differentiable vectors $f(t)$ and $g(t)$, show that $(f\cdot g)'=f'\cdot g+f\cdot g'$.

**Solution.** Apply the ordinary product rule to each term of $\sum_kf_kg_k$ and add.

```lean
/-- The product rule for the dot product of two moving vectors. -/
theorem hasDerivAt_dot {f g : ℝ → Vec} {f' g' : Vec} {t : ℝ} (hf : HasDerivAt f f' t)
    (hg : HasDerivAt g g' t) :
    HasDerivAt (fun s => f s ⬝ᵥ g s) (f' ⬝ᵥ g t + f t ⬝ᵥ g') t := by
  simp only [dotProduct, ← Finset.sum_add_distrib]
  exact HasDerivAt.fun_sum fun k _ => (hasDerivAt_pi.1 hf k).fun_mul (hasDerivAt_pi.1 hg k)
```

## (e) Rate of change of the potential energy

**Task.** Let $\varphi_{ij}$ be symmetric and differentiable at positive distances. For differentiable motion with the particles apart, show that
$$\frac{dU}{dt}=-\sum_iF_i\cdot v_i.$$

**Solution.** By (d) and the chain rule for the root,
$$\dot r_{ij}=\frac{(x_i-x_j)\cdot(v_i-v_j)}{r_{ij}},\qquad \frac{d}{dt}\varphi_{ij}(r_{ij})=-P_{ij}\cdot(v_i-v_j).$$
Hence
$$\frac{dU}{dt}=-\tfrac12\sum_{i,j}P_{ij}\cdot v_i+\tfrac12\sum_{i,j}P_{ij}\cdot v_j.$$
Exchanging labels turns the last double sum into $-\sum_{i,j}P_{ij}\cdot v_i$, which gives the result. These steps are `hpair` and `h1`. Newton's law is not used. If only particle $i$ moves, the formula reads $\dot U=-F_i\cdot v_i$, which is the sense in which $F_i$ derives from $U$.

```lean
/-- For a symmetric pair potential differentiable at positive distances, and particles at
different positions, the potential energy changes at minus the power of the unscaled forces. -/
theorem hasDerivAt_potential [DecidableEq ι] {φ : ι → ι → ℝ → ℝ}
    (hsym : ∀ i j, φ i j = φ j i) (hdiff : ∀ i j r, 0 < r → DifferentiableAt ℝ (φ i j) r)
    {x : ι → ℝ → Vec} {v : ι → Vec} {t : ℝ} (hx : ∀ i, HasDerivAt (x i) (v i) t)
    (hne : ∀ i j, i ≠ j → x i t ≠ x j t) :
    HasDerivAt (fun s => potential φ (fun k => x k s))
      (-∑ i, force φ (fun k => x k t) i ⬝ᵥ v i) t := by
  set P := pairForce φ (fun k => x k t) with hP
  -- chain rule for one pair
  have hpair : ∀ i j, HasDerivAt (fun s => if i = j then 0 else φ i j (sep (x i s) (x j s)))
      (-(P i j ⬝ᵥ (v i - v j))) t := by
    intro i j
    by_cases h : i = j
    · subst h
      simp only [↓reduceIte, sub_self, dotProduct_zero, neg_zero]
      exact hasDerivAt_const t 0
    · have hpos := sep_pos (hne i j h)
      have hd := (hx i).fun_sub (hx j)
      have hr : HasDerivAt (fun s => sep (x i s) (x j s))
          (((x i t - x j t) ⬝ᵥ (v i - v j)) / sep (x i t) (x j t)) t := by
        refine ((hasDerivAt_dot hd hd).sqrt (Real.sqrt_pos.1 hpos).ne').congr_deriv ?_
        rw [dotProduct_comm (v i - v j)]
        unfold sep
        ring
      simp only [hP, pairForce, if_neg h]
      refine ((hdiff i j _ hpos).hasDerivAt.comp t hr).congr_deriv ?_
      rw [smul_dotProduct, smul_eq_mul]
      ring
  refine ((HasDerivAt.fun_sum fun i (_ : i ∈ Finset.univ) => HasDerivAt.fun_sum
    fun j (_ : j ∈ Finset.univ) => hpair i j).const_mul (1 / 2 : ℝ)).congr_deriv ?_
  -- exchange the labels in half of the double sum
  have h1 : ∑ i, ∑ j, P i j ⬝ᵥ v j = -∑ i, ∑ j, P i j ⬝ᵥ v i := by
    rw [Finset.sum_comm]
    simp only [← Finset.sum_neg_distrib]
    refine Finset.sum_congr rfl fun i _ => Finset.sum_congr rfl fun j _ => ?_
    rw [hP, pairForce_antisymm hsym _ j i, neg_dotProduct]
  have h2 : ∀ i, force φ (fun k => x k t) i ⬝ᵥ v i = ∑ j, P i j ⬝ᵥ v i := by
    intro i
    simp only [force, dotProduct, Finset.sum_apply, Finset.sum_mul]
    exact Finset.sum_comm
  simp only [h2, dotProduct_sub, Finset.sum_neg_distrib, Finset.sum_sub_distrib, h1]
  ring
```

## (f) Zero rate on an interval

**Task.** If $f'=0$ on an interval, show that $f(t)=f(s)$ for any two times in it.

**Solution.** The mean value inequality gives $|f(t)-f(s)|\le0\cdot|t-s|=0$. Lean expresses the interval as a convex set `J`, and $f$ may be a number or a vector.

```lean
/-- A quantity whose rate of change vanishes on a time interval is constant there. -/
theorem constant_of_rate_zero {E : Type*} [NormedAddCommGroup E] [NormedSpace ℝ E]
    {J : Set ℝ} (hJ : Convex ℝ J) {f : ℝ → E} (hf : ∀ r ∈ J, HasDerivAt f 0 r)
    {s t : ℝ} (hs : s ∈ J) (ht : t ∈ J) : f t = f s := by
  have hb := hJ.norm_image_sub_le_of_norm_hasDerivWithin_le (f' := fun _ => 0) (C := 0)
    (fun r hr => (hf r hr).hasDerivWithinAt) (fun _ _ => by simp) hs ht
  rw [zero_mul] at hb
  exact sub_eq_zero.1 (norm_le_zero_iff.1 hb)
```

## (g) Three constants of the motion

**Task.** Under the assumptions of (e), with $a_i\neq0$ and `IsMotion` on an interval, show that these are constant:
$$\sum_i\frac{m_i}{a_i}v_i,\qquad \sum_i\frac{m_i}{a_i}\,x_i\times v_i,\qquad \sum_i\frac{m_i}{2a_i}|v_i|^2+U.$$

**Solution.** Newton's law divided by $a_i$ reads $(m_i/a_i)w_i=F_i$ (`hF`). The three derivatives are then
$$\sum_iF_i=0,$$
$$\sum_i\frac{m_i}{a_i}(v_i\times v_i+x_i\times w_i)=\sum_ix_i\times F_i=0,$$
$$\sum_i\frac{m_i}{a_i}w_i\cdot v_i-\sum_iF_i\cdot v_i=0,$$
by (c) and (e), and (f) finishes the argument. Lean states constancy as equality between any two times `s` and `t` in `J`. For positive $m_i$ and $a_i$, these are the usual conservation laws of Newtonian particles with masses $m_i/a_i$; the proof does not use the signs.

```lean
/-- In collision-free motion on a time interval, with nonzero response factors and a symmetric
pair potential differentiable at positive distances, three quantities are constant: momentum and
angular momentum with masses divided by the response factors, and the kinetic energy with these
masses plus the potential energy. -/
theorem scaled_conservation_laws [DecidableEq ι] {m a : ι → ℝ} {φ : ι → ι → ℝ → ℝ}
    {J : Set ℝ} {x v w : ι → ℝ → Vec} (ha : ∀ i, a i ≠ 0) (hsym : ∀ i j, φ i j = φ j i)
    (hdiff : ∀ i j r, 0 < r → DifferentiableAt ℝ (φ i j) r) (hJ : Convex ℝ J)
    (h : IsMotion m a φ J x v w) {s t : ℝ} (hs : s ∈ J) (ht : t ∈ J) :
    ∑ i, (m i / a i) • v i t = ∑ i, (m i / a i) • v i s ∧
    ∑ i, (m i / a i) • (x i t ⨯₃ v i t) = ∑ i, (m i / a i) • (x i s ⨯₃ v i s) ∧
    ∑ i, m i / (2 * a i) * (v i t ⬝ᵥ v i t) + potential φ (fun k => x k t) =
      ∑ i, m i / (2 * a i) * (v i s ⬝ᵥ v i s) + potential φ (fun k => x k s) := by
  -- Newton's law divided by the response factor
  have hF : ∀ i, ∀ r ∈ J, (m i / a i) • w i r = force φ (fun k => x k r) i := by
    intro i r hr
    rw [div_eq_inv_mul, mul_smul, h.newton i r hr, smul_smul, inv_mul_cancel₀ (ha i), one_smul]
  refine ⟨constant_of_rate_zero hJ (f := fun r => ∑ i, (m i / a i) • v i r) ?_ hs ht,
    constant_of_rate_zero hJ (f := fun r => ∑ i, (m i / a i) • (x i r ⨯₃ v i r)) ?_ hs ht,
    constant_of_rate_zero hJ (f := fun r => ∑ i, m i / (2 * a i) * (v i r ⬝ᵥ v i r) +
      potential φ (fun k => x k r)) ?_ hs ht⟩ <;> intro r hr
  · have hd : HasDerivAt (fun r => ∑ i, (m i / a i) • v i r) (∑ i, (m i / a i) • w i r) r :=
      HasDerivAt.fun_sum fun i _ => (h.acceleration i r hr).const_smul (m i / a i)
    refine hd.congr_deriv ?_
    rw [Finset.sum_congr rfl fun i _ => hF i r hr]
    exact (sum_force_and_torque hsym _).1
  · -- product rule for the cross product, by components
    have hc : ∀ i, HasDerivAt (fun r => x i r ⨯₃ v i r)
        (v i r ⨯₃ v i r + x i r ⨯₃ w i r) r := by
      intro i
      have X := hasDerivAt_pi.1 (h.velocity i r hr)
      have V := hasDerivAt_pi.1 (h.acceleration i r hr)
      have C := fun k l => ((X k).fun_mul (V l)).fun_sub ((X l).fun_mul (V k))
      refine hasDerivAt_pi.2 fun k => ?_
      fin_cases k
      · exact (C 1 2).congr_deriv (by simp [cross_apply]; ring)
      · exact (C 2 0).congr_deriv (by simp [cross_apply]; ring)
      · exact (C 0 1).congr_deriv (by simp [cross_apply]; ring)
    have hd : HasDerivAt (fun r => ∑ i, (m i / a i) • (x i r ⨯₃ v i r))
        (∑ i, (m i / a i) • (v i r ⨯₃ v i r + x i r ⨯₃ w i r)) r :=
      HasDerivAt.fun_sum fun i _ => (hc i).const_smul (m i / a i)
    refine hd.congr_deriv (Eq.trans ?_ (sum_force_and_torque hsym (fun k => x k r)).2)
    refine Finset.sum_congr rfl fun i _ => ?_
    rw [cross_self, zero_add, ← hF i r hr, map_smul]
  · -- the kinetic power cancels the change of the potential energy
    have hK := HasDerivAt.fun_sum fun i (_ : i ∈ Finset.univ) =>
      (hasDerivAt_dot (h.acceleration i r hr) (h.acceleration i r hr)).const_mul
        (m i / (2 * a i))
    have hU := hasDerivAt_potential hsym hdiff (fun i => h.velocity i r hr) (h.distinct r hr)
    refine (hK.fun_add hU).congr_deriv ?_
    rw [← sub_eq_add_neg, sub_eq_zero]
    refine Finset.sum_congr rfl fun i _ => ?_
    rw [← hF i r hr, smul_dotProduct, smul_eq_mul, dotProduct_comm (v i r) (w i r)]
    ring
```

In a simulation of this model in open space, with a symmetric potential differentiable at positive distances, a drift in these sums beyond rounding thus signals a numerical or programming error. A potential cut off with a jump is not covered: if the force ignores the jump, the third sum can change when a pair crosses the cutoff. With periodic boundaries, the second sum is in general not conserved even by the exact motion. The absence of drift does not show that the trajectory is accurate: velocity Verlet steps, for example, keep the first two sums constant up to rounding at any step size.

Momentum conservation can fail if $\varphi_{ij}'\neq\varphi_{ji}'$, as an example worked without Lean shows. Take two particles with $m_i=a_i=1$, $\varphi_{01}=r^2/2$ and $\varphi_{10}=0$. For a fixed $e\neq0$ and $|t|<\pi/2$, the motion $x_0=e\cos t$, $x_1=0$ obeys Newton's law, but its momentum $-e\sin t$ varies.

## (h) Ordinary momentum of two particles

**Task.** For particles 0 and 1 with a symmetric potential, show that
$$\frac{d}{dt}(m_0v_0+m_1v_1)=(a_0-a_1)F_0.$$

**Solution.** The left side is $a_0F_0+a_1F_1$, and (c) gives $F_1=-F_0$.

```lean
/-- For two particles with a symmetric pair potential, the ordinary momentum changes at the
difference of the response factors times the unscaled force on the first particle. -/
theorem two_particle_momentum_rate {m a : Fin 2 → ℝ} {φ : Fin 2 → Fin 2 → ℝ → ℝ}
    {J : Set ℝ} {x v w : Fin 2 → ℝ → Vec} (hsym : ∀ i j, φ i j = φ j i)
    (h : IsMotion m a φ J x v w) {t : ℝ} (ht : t ∈ J) :
    HasDerivAt (fun s => ∑ i, m i • v i s)
      ((a 0 - a 1) • force φ (fun k => x k t) 0) t := by
  have hd : HasDerivAt (fun s => ∑ i, m i • v i s) (∑ i, m i • w i t) t :=
    HasDerivAt.fun_sum fun i _ => (h.acceleration i t ht).const_smul (m i)
  refine hd.congr_deriv ?_
  have h0 := (sum_force_and_torque hsym (fun k => x k t)).1
  rw [Fin.sum_univ_two] at h0
  rw [Fin.sum_univ_two, h.newton 0 t ht, h.newton 1 t ht, eq_neg_of_add_eq_zero_right h0]
  module
```

## (i) An explicit non-reciprocal motion

**Task.** Take $m_i=1$, $a=(1,3)$, $\varphi_{ij}(r)=-r^2/2$ and a vector $e\neq0$. Show that
$$x_0=\exp(2t)\,e,\qquad x_1=-3\exp(2t)\,e$$
satisfies `IsMotion` at all times.

**Solution.** Since $\varphi'(r)=-r$, the pair force is the separation (`hP`), so $F_0=x_0-x_1=4\exp(2t)\,e=-F_1$. This is never zero, so the particles never meet. Differentiating twice gives $w_0=4\exp(2t)\,e=F_0$ and $w_1=-12\exp(2t)\,e=3F_1$, as required. Here the ordinary momentum $-4\exp(2t)\,e$ grows in size, while $v_0+v_1/3=0$ throughout. The potential is chosen for its simple solution: a repulsion that grows without limit with distance is not a realistic interaction.

```lean
/-- Two unit masses with response factors 1 and 3 and the repulsive pair potential `-r ^ 2 / 2`
can move apart exponentially along any nonzero vector `e`. -/
theorem isMotion_witness {e : Vec} (he : e ≠ 0) :
    IsMotion (fun _ => 1) ![1, 3] (fun _ _ r => -(r ^ 2 / 2)) Set.univ
      (fun i t => Real.exp (2 * t) • (![e, (-3 : ℝ) • e] : Fin 2 → Vec) i)
      (fun i t => (2 * Real.exp (2 * t)) • (![e, (-3 : ℝ) • e] : Fin 2 → Vec) i)
      (fun i t => (4 * Real.exp (2 * t)) • (![e, (-3 : ℝ) • e] : Fin 2 → Vec) i) := by
  have h2 : ∀ t : ℝ, HasDerivAt (fun s : ℝ => 2 * s) 2 t := fun t =>
    ((hasDerivAt_id t).const_mul (2 : ℝ)).congr_deriv (mul_one 2)
  have hE : ∀ t : ℝ, HasDerivAt (fun s => Real.exp (2 * s)) (2 * Real.exp (2 * t)) t :=
    fun t => (h2 t).exp.congr_deriv (mul_comm _ _)
  have hV : ∀ t : ℝ, HasDerivAt (fun s => 2 * Real.exp (2 * s)) (4 * Real.exp (2 * t)) t :=
    fun t => ((hE t).const_mul 2).congr_deriv (by ring)
  have hne : ∀ t : ℝ, Real.exp (2 * t) • e ≠ Real.exp (2 * t) • ((-3 : ℝ) • e) := by
    intro t h
    have h4 : (4 * Real.exp (2 * t)) • e = 0 := by
      linear_combination (norm := module) h
    exact smul_ne_zero (by positivity) he h4
  have hderiv : ∀ r : ℝ, deriv (fun r : ℝ => -(r ^ 2 / 2)) r = -r := fun r =>
    (((hasDerivAt_pow 2 r).div_const 2).fun_neg.congr_deriv (by norm_num)).deriv
  -- the pair force is the separation vector
  have hP : ∀ (X : Fin 2 → Vec) (i j : Fin 2),
      pairForce (fun _ _ r => -(r ^ 2 / 2)) X i j = X i - X j := by
    intro X i j
    by_cases hX : X i = X j
    · simp only [pairForce, hX, sub_self, smul_zero]
    · simp only [pairForce, hderiv]
      rw [neg_div, neg_neg, div_self (sep_pos hX).ne', one_smul]
  refine ⟨fun i t _ => (hE t).smul_const ((![e, (-3 : ℝ) • e] : Fin 2 → Vec) i),
    fun i t _ => (hV t).smul_const ((![e, (-3 : ℝ) • e] : Fin 2 → Vec) i),
    Fin.forall_fin_two.2 ⟨fun t _ => ?_, fun t _ => ?_⟩,
    fun t _ => Fin.forall_fin_two.2
      ⟨Fin.forall_fin_two.2 ⟨fun h => absurd rfl h, fun _ => hne t⟩,
        Fin.forall_fin_two.2 ⟨fun _ => (hne t).symm, fun h => absurd rfl h⟩⟩⟩
  · rw [force, Fin.sum_univ_two, hP, hP]
    change (1 : ℝ) • ((4 * Real.exp (2 * t)) • e) = (1 : ℝ) •
      ((Real.exp (2 * t) • e - Real.exp (2 * t) • e) +
        (Real.exp (2 * t) • e - Real.exp (2 * t) • ((-3 : ℝ) • e)))
    module
  · rw [force, Fin.sum_univ_two, hP, hP]
    change (1 : ℝ) • ((4 * Real.exp (2 * t)) • ((-3 : ℝ) • e)) = (3 : ℝ) •
      ((Real.exp (2 * t) • ((-3 : ℝ) • e) - Real.exp (2 * t) • e) +
        (Real.exp (2 * t) • ((-3 : ℝ) • e) - Real.exp (2 * t) • ((-3 : ℝ) • e)))
    module

end

end NonReciprocalDynamics
```

```lean
#print axioms NonReciprocalDynamics.scaled_conservation_laws
-- 'NonReciprocalDynamics.scaled_conservation_laws' depends on axioms: [propext, Classical.choice, Quot.sound]
#print axioms NonReciprocalDynamics.two_particle_momentum_rate
-- 'NonReciprocalDynamics.two_particle_momentum_rate' depends on axioms: [propext, Classical.choice, Quot.sound]
```
